# For excitation gaps of at least $D>0$ and a perturbation with expectation values between lo and hi, the second-order correction to the ground-state energy is at least $-(\mathrm{hi}-\mathrm{lo})^2/(4D)$

A molecule in a weak static electric field lowers its energy at second order by mixing excited states into its ground state. In a finite basis I know two things about such a problem: every excited level lies at least $D$ above the ground level, and the expectation value of the perturbation $V$ in any normalised state lies between two numbers, lo and hi. Every excited state contributes a term that is zero or negative, and there may be thousands of them. If I bound each term separately, my estimate grows with the number of states. Can many small terms really add up to an arbitrarily large lowering while $D$, lo and hi stay fixed?

## The couplings share one variance

No. The couplings out of the ground state are components of a single vector, and the spread of $V$ limits the length of that vector.

Let $b_i$ be the orthonormal eigenvectors of $H_0$ with levels $\varepsilon_i$, let $b_g$ be the ground state, and let $E_1=\langle b_g,Vb_g\rangle$. The first-order correction $\psi$ to the state satisfies

$$(H_0-\varepsilon_g)\psi=-(V-E_1)b_g .$$

Projection on $b_i$ with $i\neq g$ gives $(\varepsilon_i-\varepsilon_g)\langle b_i,\psi\rangle=-\langle b_i,Vb_g\rangle$. In $E_2=\langle b_g,(V-E_1)\psi\rangle$ we insert the resolution of the identity. The term $i=g$ is $E_1\langle b_g,\psi\rangle$ and cancels against the subtraction, so that

$$E_2=-\sum_{i\ne g}\frac{|\langle b_i,Vb_g\rangle|^2}{\varepsilon_i-\varepsilon_g}.$$

Now let $x$ be any unit vector, and set $w=Vx-\langle x,Vx\rangle x$ and $s=\|w\|$. Then $w$ is orthogonal to $x$, and $s^2$ is the variance of $V$ in $x$. Orthogonality gives $\langle w,Vx\rangle=s^2$, and symmetry of $V$ gives $\langle x,Vw\rangle=s^2$. The vectors $u_\pm=sx\pm w$ both have squared norm $2s^2$, and

$$\langle u_+,Vu_+\rangle-\langle u_-,Vu_-\rangle=2s\bigl(\langle x,Vw\rangle+\langle w,Vx\rangle\bigr)=4s^3 .$$

The left side is at most $2s^2(\mathrm{hi}-\mathrm{lo})$. If $s>0$, division by $4s^2$ gives $s\le(\mathrm{hi}-\mathrm{lo})/2$. If $s=0$, the same inequality holds because $\mathrm{lo}\le\langle x,Vx\rangle\le\mathrm{hi}$.

Take $x=b_g$. For $i\neq g$ we have $\langle b_i,Vb_g\rangle=\langle b_i,w\rangle$. Replacing each denominator by $D$ can only enlarge the terms of the sum, and Bessel's inequality bounds what remains:

$$E_2\ge-\frac1D\sum_{i\ne g}|\langle b_i,w\rangle|^2\ge-\frac{s^2}{D}\ge-\frac{(\mathrm{hi}-\mathrm{lo})^2}{4D}.$$

The number of states has disappeared.

## Two levels reach the bound

Take levels $0$ and $D$, and let $V$ have diagonal entries $m=(\mathrm{lo}+\mathrm{hi})/2$ and off-diagonal entries $r=(\mathrm{hi}-\mathrm{lo})/2\ge0$. For amplitudes $x_0,x_1$,

$$\langle x,Vx\rangle-\mathrm{lo}\|x\|^2=r|x_0+x_1|^2,\qquad \mathrm{hi}\|x\|^2-\langle x,Vx\rangle=r|x_0-x_1|^2 .$$

Both are nonnegative, so $V$ meets the conditions, and $E_2=-r^2/D$ is exactly the bound.

With $D=2$ eV, $\mathrm{lo}=-0.1$ eV and $\mathrm{hi}=0.3$ eV, we get $m=0.1$ eV and $r=0.2$ eV. Then $E_2=-0.04/2=-0.02$ eV, and the bound is $-0.16/8=-0.02$ eV. The energy through second order is $0.08$ eV, while diagonalising the $2\times2$ matrix gives $1.1-\sqrt{1.04}\approx0.0802$ eV.

It is not enough that the excited levels lie somewhere above the ground level. Keep this $V$ but move the upper level down to $0.5$ eV. Then $E_2=-0.04/0.5=-0.08$ eV, well below the value $-0.02$ eV that $D=2$ eV would allow.

## The bound and the two-level example in Lean

```lean
import Mathlib

open Finset

namespace SecondOrderEnergyBound

noncomputable section

variable {ι E : Type*} [Fintype ι] [DecidableEq ι]
  [NormedAddCommGroup E] [InnerProductSpace ℂ E]

/-- The unperturbed Hamiltonian with orthonormal eigenbasis `b` and levels `ε`,
in spectral form. -/
def unperturbed (b : OrthonormalBasis ι ℂ E) (ε : ι → ℝ) (ψ : E) : E :=
  ∑ i, ((ε i : ℂ) * inner ℂ (b i) ψ) • b i

/-- The part of `V x` that remains after subtracting `⟨x, V x⟩ x`. -/
def fluctuation (V : E →ₗ[ℂ] E) (x : E) : E :=
  V x - inner ℂ x (V x) • x

/-- The second-order energy of the state `b g` as a sum over all other states, for levels
`ε i` different from `ε g` whenever `i ≠ g`. -/
def secondOrderEnergy (b : OrthonormalBasis ι ℂ E) (ε : ι → ℝ) (g : ι)
    (V : E →ₗ[ℂ] E) : ℝ :=
  -∑ i ∈ univ.erase g, ‖inner ℂ (b i) (V (b g))‖ ^ 2 / (ε i - ε g)

/-- The unperturbed Hamiltonian multiplies the amplitude of each basis state by its level. -/
theorem inner_unperturbed (b : OrthonormalBasis ι ℂ E) (ε : ι → ℝ) (i : ι) (ψ : E) :
    inner ℂ (b i) (unperturbed b ε ψ) = (ε i : ℂ) * inner ℂ (b i) ψ := by
  simp [unperturbed, orthonormal_iff_ite.mp b.orthonormal]

/-- If the level of `b g` is nondegenerate, `V` is symmetric and `ψ` solves the first-order
equation `(H0 - ε g) ψ = -(V - E1) (b g)` with `E1 = ⟨b g, V (b g)⟩`, then
`⟨b g, (V - E1) ψ⟩` is the sum-over-states second-order energy. -/
theorem energy_of_first_order (b : OrthonormalBasis ι ℂ E) (ε : ι → ℝ) (g : ι)
    (V : E →ₗ[ℂ] E) (hV : V.IsSymmetric) (hne : ∀ i, i ≠ g → ε i ≠ ε g) (ψ : E)
    (h : unperturbed b ε ψ - (ε g : ℂ) • ψ = -fluctuation V (b g)) :
    inner ℂ (b g) (V ψ - inner ℂ (b g) (V (b g)) • ψ)
      = (secondOrderEnergy b ε g V : ℂ) := by
  -- project the first-order equation on each excited state
  have hc : ∀ i ∈ univ.erase g, inner ℂ (V (b g)) (b i) * inner ℂ (b i) ψ
      = -((‖inner ℂ (b i) (V (b g))‖ ^ 2 / (ε i - ε g) : ℝ) : ℂ) := by
    intro i hi
    have hig := Finset.ne_of_mem_erase hi
    have h0 : inner ℂ (b i) (b g) = 0 := b.orthonormal.2 hig
    have h1 := congrArg (fun v => inner ℂ (b i) v) h
    simp only [fluctuation, inner_sub_right, inner_neg_right, inner_smul_right,
      inner_unperturbed, h0] at h1
    have hd : (ε i : ℂ) - (ε g : ℂ) ≠ 0 :=
      sub_ne_zero.mpr (by exact_mod_cast hne i hig)
    have h2 : inner ℂ (V (b g)) (b i) * inner ℂ (b i) (V (b g))
        = ((‖inner ℂ (b i) (V (b g))‖ ^ 2 : ℝ) : ℂ) := by
      rw [← inner_conj_symm (V (b g)) (b i), ← Complex.normSq_eq_conj_mul_self,
        Complex.normSq_eq_norm_sq]
    push_cast at h2 ⊢
    rw [← neg_div, eq_div_iff hd]
    linear_combination inner ℂ (V (b g)) (b i) * h1 - h2
  -- insert the resolution of the identity and split off the state `b g`
  have hs := b.sum_inner_mul_inner (V (b g)) ψ
  rw [← Finset.add_sum_erase _ _ (Finset.mem_univ g), Finset.sum_congr rfl hc,
    Finset.sum_neg_distrib] at hs
  have hsym := hV (b g) (b g)
  have hψ := hV (b g) ψ
  rw [secondOrderEnergy, Complex.ofReal_neg, Complex.ofReal_sum, inner_sub_right,
    inner_smul_right]
  linear_combination -hψ - hs + inner ℂ (b g) ψ * hsym

omit [Fintype ι] [DecidableEq ι] in
/-- If the expectation values of a symmetric `V` lie between `lo` and `hi` times the squared
norm, then its fluctuation in any unit vector has norm at most `(hi - lo) / 2`. -/
theorem norm_fluctuation_le (V : E →ₗ[ℂ] E) (hV : V.IsSymmetric) {lo hi : ℝ}
    (hlo : ∀ x, lo * ‖x‖ ^ 2 ≤ (inner ℂ x (V x)).re)
    (hhi : ∀ x, (inner ℂ x (V x)).re ≤ hi * ‖x‖ ^ 2) {x : E} (hx : ‖x‖ = 1) :
    ‖fluctuation V x‖ ≤ (hi - lo) / 2 := by
  obtain ⟨w, hw⟩ : ∃ w, w = fluctuation V x := ⟨_, rfl⟩
  rw [← hw]
  have hxw : inner ℂ x w = 0 := by
    rw [hw, fluctuation, inner_sub_right, inner_smul_right, inner_self_eq_norm_sq_to_K, hx]
    simp
  have hwx : inner ℂ w x = 0 := by rw [← inner_conj_symm, hxw, map_zero]
  have hVx : V x = w + inner ℂ x (V x) • x := by
    rw [hw, fluctuation]
    exact (sub_add_cancel _ _).symm
  have hwV : inner ℂ w (V x) = (‖w‖ : ℂ) ^ 2 := by
    calc inner ℂ w (V x) = inner ℂ w (w + inner ℂ x (V x) • x) := congrArg (inner ℂ w) hVx
      _ = (‖w‖ : ℂ) ^ 2 := by
        rw [inner_add_right, inner_smul_right, hwx, inner_self_eq_norm_sq_to_K]
        simp
  have hxV : inner ℂ x (V w) = (‖w‖ : ℂ) ^ 2 := by
    rw [← hV x w, ← inner_conj_symm, hwV]
    simp
  -- compare the two superpositions `‖w‖ x + w` and `‖w‖ x - w`
  have hp : ‖(‖w‖ : ℂ) • x + w‖ ^ 2 = 2 * ‖w‖ ^ 2 := by
    rw [norm_add_sq (𝕜 := ℂ), inner_smul_left, hxw, norm_smul, hx, Complex.norm_real,
      norm_norm, mul_zero, map_zero]
    ring
  have hm : ‖(‖w‖ : ℂ) • x - w‖ ^ 2 = 2 * ‖w‖ ^ 2 := by
    rw [norm_sub_sq (𝕜 := ℂ), inner_smul_left, hxw, norm_smul, hx, Complex.norm_real,
      norm_norm, mul_zero, map_zero]
    ring
  have hdiff : inner ℂ ((‖w‖ : ℂ) • x + w) (V ((‖w‖ : ℂ) • x + w))
      - inner ℂ ((‖w‖ : ℂ) • x - w) (V ((‖w‖ : ℂ) • x - w))
      = ((4 * ‖w‖ ^ 3 : ℝ) : ℂ) := by
    push_cast
    simp only [map_add, map_sub, map_smul, inner_add_left, inner_add_right, inner_sub_left,
      inner_sub_right, inner_smul_left, inner_smul_right, Complex.conj_ofReal]
    linear_combination 2 * (‖w‖ : ℂ) * (hxV + hwV)
  have hre := congrArg Complex.re hdiff
  rw [Complex.sub_re, Complex.ofReal_re] at hre
  have h1 := hhi ((‖w‖ : ℂ) • x + w)
  have h2 := hlo ((‖w‖ : ℂ) • x - w)
  rw [hp] at h1
  rw [hm] at h2
  have h3 := (hlo x).trans (hhi x)
  rw [hx] at h3
  by_contra hcon
  have hlt : 0 < ‖w‖ - (hi - lo) / 2 := by linarith [not_le.mp hcon]
  have hpos : 0 < ‖w‖ := by linarith
  nlinarith [mul_pos (pow_pos hpos 2) hlt]

/-- If all other levels lie at least `D > 0` above that of `b g`, the second-order energy is
at least minus the squared norm of the fluctuation of `V` in `b g`, divided by `D`. -/
theorem energy_ge_fluctuation (b : OrthonormalBasis ι ℂ E) (ε : ι → ℝ) (g : ι)
    (V : E →ₗ[ℂ] E) {D : ℝ} (hD : 0 < D) (hgap : ∀ i, i ≠ g → D ≤ ε i - ε g) :
    -(‖fluctuation V (b g)‖ ^ 2 / D) ≤ secondOrderEnergy b ε g V := by
  have hB : ∑ i ∈ univ.erase g, ‖inner ℂ (b i) (fluctuation V (b g))‖ ^ 2
      ≤ ‖fluctuation V (b g)‖ ^ 2 := b.orthonormal.sum_inner_products_le _
  refine neg_le_neg ?_
  calc ∑ i ∈ univ.erase g, ‖inner ℂ (b i) (V (b g))‖ ^ 2 / (ε i - ε g)
      ≤ ∑ i ∈ univ.erase g, ‖inner ℂ (b i) (fluctuation V (b g))‖ ^ 2 / D := by
        refine Finset.sum_le_sum fun i hi => ?_
        have hig := Finset.ne_of_mem_erase hi
        have h0 : inner ℂ (b i) (b g) = 0 := b.orthonormal.2 hig
        rw [fluctuation, inner_sub_right, inner_smul_right, h0, mul_zero, sub_zero]
        exact div_le_div_of_nonneg_left (sq_nonneg _) hD (hgap i hig)
    _ = (∑ i ∈ univ.erase g, ‖inner ℂ (b i) (fluctuation V (b g))‖ ^ 2) / D := by
        rw [Finset.sum_div]
    _ ≤ ‖fluctuation V (b g)‖ ^ 2 / D := by gcongr

/-- If all excitation gaps above `b g` are at least `D > 0` and the expectation values of a
symmetric `V` lie between `lo` and `hi` times the squared norm, then the second-order energy
is at least `-(hi - lo)² / (4 D)`. -/
theorem second_order_energy_bound (b : OrthonormalBasis ι ℂ E) (ε : ι → ℝ) (g : ι)
    (V : E →ₗ[ℂ] E) (hV : V.IsSymmetric) {D lo hi : ℝ} (hD : 0 < D)
    (hgap : ∀ i, i ≠ g → D ≤ ε i - ε g)
    (hlo : ∀ x, lo * ‖x‖ ^ 2 ≤ (inner ℂ x (V x)).re)
    (hhi : ∀ x, (inner ℂ x (V x)).re ≤ hi * ‖x‖ ^ 2) :
    -((hi - lo) ^ 2 / (4 * D)) ≤ secondOrderEnergy b ε g V := by
  have hf := norm_fluctuation_le V hV hlo hhi (b.orthonormal.1 g)
  have hq : ‖fluctuation V (b g)‖ ^ 2 / D ≤ ((hi - lo) / 2) ^ 2 / D := by gcongr
  have he : ((hi - lo) / 2) ^ 2 / D = (hi - lo) ^ 2 / (4 * D) := by ring
  linarith [energy_ge_fluctuation b ε g V hD hgap]

/-- The two-level perturbation with diagonal entries `(lo + hi) / 2` and off-diagonal
entries `(hi - lo) / 2`. -/
def twoLevel (lo hi : ℝ) : EuclideanSpace ℂ (Fin 2) →ₗ[ℂ] EuclideanSpace ℂ (Fin 2) where
  toFun x := !₂[(((lo + hi) / 2 : ℝ) : ℂ) * x 0 + (((hi - lo) / 2 : ℝ) : ℂ) * x 1,
    (((hi - lo) / 2 : ℝ) : ℂ) * x 0 + (((lo + hi) / 2 : ℝ) : ℂ) * x 1]
  map_add' x y := by
    ext i
    fin_cases i <;> simp <;> ring
  map_smul' c x := by
    ext i
    fin_cases i <;> simp <;> ring

/-- For `lo ≤ hi` and `D > 0`, the two-level system with levels `0` and `D` and perturbation
`twoLevel lo hi` meets all conditions of the bound and attains it. -/
theorem twoLevel_attains {lo hi D : ℝ} (h : lo ≤ hi) (hD : 0 < D) :
    (twoLevel lo hi).IsSymmetric ∧
    (∀ x, lo * ‖x‖ ^ 2 ≤ (inner ℂ x (twoLevel lo hi x)).re) ∧
    (∀ x, (inner ℂ x (twoLevel lo hi x)).re ≤ hi * ‖x‖ ^ 2) ∧
    (∀ i : Fin 2, i ≠ 0 → (![0, D] : Fin 2 → ℝ) 0 < (![0, D] : Fin 2 → ℝ) i ∧
      D ≤ (![0, D] : Fin 2 → ℝ) i - (![0, D] : Fin 2 → ℝ) 0) ∧
    secondOrderEnergy (EuclideanSpace.basisFun (Fin 2) ℂ) ![0, D] 0 (twoLevel lo hi)
      = -((hi - lo) ^ 2 / (4 * D)) := by
  have hin : ∀ x y : EuclideanSpace ℂ (Fin 2), inner ℂ x y
      = starRingEnd ℂ (x 0) * y 0 + starRingEnd ℂ (x 1) * y 1 := by
    intro x y
    simp only [PiLp.inner_apply, Fin.sum_univ_two, RCLike.inner_apply]
    ring
  have h0 : ∀ x, twoLevel lo hi x 0 = (((lo + hi) / 2 : ℝ) : ℂ) * x 0
      + (((hi - lo) / 2 : ℝ) : ℂ) * x 1 := fun _ => rfl
  have h1 : ∀ x, twoLevel lo hi x 1 = (((hi - lo) / 2 : ℝ) : ℂ) * x 0
      + (((lo + hi) / 2 : ℝ) : ℂ) * x 1 := fun _ => rfl
  refine ⟨?_, ?_, ?_, ?_, ?_⟩
  · intro x y
    simp only [hin, h0, h1, map_add, map_mul, Complex.conj_ofReal]
    ring
  · -- the distance to the lower bound is a multiple of `|x₀ + x₁|²`
    intro x
    rw [EuclideanSpace.norm_sq_eq, Fin.sum_univ_two]
    simp only [hin, h0, h1, Complex.sq_norm, Complex.normSq_apply, Complex.add_re,
      Complex.add_im, Complex.mul_re, Complex.mul_im, Complex.conj_re, Complex.conj_im,
      Complex.ofReal_re, Complex.ofReal_im]
    nlinarith [mul_nonneg (sub_nonneg.2 h) (sq_nonneg ((x 0).re + (x 1).re)),
      mul_nonneg (sub_nonneg.2 h) (sq_nonneg ((x 0).im + (x 1).im))]
  · -- the distance to the upper bound is a multiple of `|x₀ - x₁|²`
    intro x
    rw [EuclideanSpace.norm_sq_eq, Fin.sum_univ_two]
    simp only [hin, h0, h1, Complex.sq_norm, Complex.normSq_apply, Complex.add_re,
      Complex.add_im, Complex.mul_re, Complex.mul_im, Complex.conj_re, Complex.conj_im,
      Complex.ofReal_re, Complex.ofReal_im]
    nlinarith [mul_nonneg (sub_nonneg.2 h) (sq_nonneg ((x 0).re - (x 1).re)),
      mul_nonneg (sub_nonneg.2 h) (sq_nonneg ((x 0).im - (x 1).im))]
  · intro i hi
    fin_cases i
    · exact absurd rfl hi
    · simpa using hD
  · have hs : (univ.erase (0 : Fin 2)) = {1} := by decide
    have hc : inner ℂ (EuclideanSpace.basisFun (Fin 2) ℂ 1)
        (twoLevel lo hi (EuclideanSpace.basisFun (Fin 2) ℂ 0))
        = (((hi - lo) / 2 : ℝ) : ℂ) := by
      rw [hin, h0, h1]
      simp
    rw [secondOrderEnergy, hs, Finset.sum_singleton, hc, Complex.norm_real,
      Real.norm_eq_abs, sq_abs]
    change -(((hi - lo) / 2) ^ 2 / (D - 0)) = _
    rw [sub_zero]
    ring

end

end SecondOrderEnergyBound
```

```lean
#print axioms SecondOrderEnergyBound.energy_of_first_order
#print axioms SecondOrderEnergyBound.second_order_energy_bound
#print axioms SecondOrderEnergyBound.twoLevel_attains
```

```
'SecondOrderEnergyBound.energy_of_first_order' depends on axioms: [propext, Classical.choice, Quot.sound]
'SecondOrderEnergyBound.second_order_energy_bound' depends on axioms: [propext, Classical.choice, Quot.sound]
'SecondOrderEnergyBound.twoLevel_attains' depends on axioms: [propext, Classical.choice, Quot.sound]
```

## What the theorems say about the molecule

`second_order_energy_bound` is the bound itself. The state space `E` is a complex inner product space with a finite orthonormal basis `b`, so it is finite-dimensional and has no continuum. The real numbers `ε i` are the levels, and `g` labels the ground state. The hypothesis `hgap` puts every other level at least `D` above it, which makes the ground state nondegenerate. The perturbation `V` is a linear map, and `IsSymmetric` says that it is Hermitian. Its expectation values are then real, so the real part `.re` in `hlo` and `hhi` loses nothing. These two hypotheses are written for unnormalised vectors; for a unit vector they say that the expectation value lies between `lo` and `hi`.

`secondOrderEnergy` is defined as the sum over states. `energy_of_first_order` links it to perturbation theory: any `ψ` that solves the first-order equation yields this number, whatever its component along `b g`. There `unperturbed` is $H_0$ in spectral form. The name `fluctuation` stands for the vector $w$, whereas textbooks often use the word for its length, the standard deviation.

`twoLevel_attains` states that the two-level example satisfies every condition and gives equality, for all `lo ≤ hi` and `D > 0`. Its ground state has index `0` and its excited state index `1`.

The step left to ordinary perturbation theory is the expansion of the exact eigenvalue of $H_0+\lambda V$ in the coupling strength $\lambda$, which leads to the first-order equation and to the formula $E_2=\langle b_g,(V-E_1)\psi\rangle$.

For a molecule in a finite basis with a nondegenerate ground state, the bound limits the second-order response to a static field by the lowest excitation energy and the spread of the field coupling. Here $H_0$ is the many-electron Hamiltonian in that basis, so the excitation energy is a difference between its eigenvalues, not between orbital energies. Enlarging the basis may change both numbers, so the limit has to be evaluated anew for each basis.

## From the projected equation to equality

`inner_unperturbed` shows that $H_0$ multiplies each amplitude by its level. In `energy_of_first_order`, the step `hc` projects the first-order equation on an excited state and multiplies by the conjugate coupling. The step `hs` inserts the resolution of the identity with the term `g` split off. The last `linear_combination` uses symmetry to move `V` across the inner product and cancels the component of `ψ` along `b g`.

`norm_fluctuation_le` is the comparison of $u_+$ and $u_-$. The steps `hwV` and `hxV` are the two cross terms, `hp` and `hm` the squared norms, and `hdiff` the difference $4s^3$. Instead of dividing by $s^2$, the proof assumes $s>(\mathrm{hi}-\mathrm{lo})/2$. Since $\mathrm{lo}\le\mathrm{hi}$, this forces $s>0$, and `nlinarith` finds the contradiction from the positive product $s^2\bigl(s-(\mathrm{hi}-\mathrm{lo})/2\bigr)$.

`energy_ge_fluctuation` takes Bessel's inequality as `hB`. Its `calc` chain first replaces `V (b g)` by the fluctuation and every gap by `D`, then pulls out the common denominator and applies `hB`. The main theorem combines this with `norm_fluctuation_le` for the unit vector `b g`.

In `twoLevel_attains`, symmetry follows by writing out the two components. For the form bounds, `nlinarith` receives the squares of the real and imaginary parts of $x_0+x_1$ and $x_0-x_1$, which are the two identities above in real coordinates. The energy sum has the single term with index `1`, and its coupling `hc` is $(\mathrm{hi}-\mathrm{lo})/2$.
